# For separated electrons, the Gaunt coupling minus half the mixed derivative of the distance is the Breit coupling

## Two electrons in a plane

Put two electrons a distance $r>0$ apart on the horizontal axis, the first to the right of the second, and displace them vertically, the first by $s$ and the second by $t$. Their distance becomes

$$\sqrt{r^2+(s-t)^2}=r+\frac{(s-t)^2}{2r}+\cdots,$$

so its mixed derivative at $s=t=0$ is $-1/r$. With the unit vectors along these displacements inserted as velocities, the Gaunt coupling is also $-1/r$. Subtracting half the mixed derivative leaves $-1/(2r)$, the Breit value. In units of the speed of light such velocities are a normalisation, not speeds an electron can reach; slower ones multiply all three quantities by the same factor.

For small displacements along the axis the distance is $r+s-t$. Its mixed derivative vanishes, and the two couplings agree.

In four-component electronic structure, this correction turns the Gaunt interaction into the Breit interaction, here in the frequency-independent form and at a fixed nonzero separation.

## The couplings and what is claimed

Let $x\neq0$ be the separation, first position minus second, in a real inner-product space `E`. Write $r=\|x\|$ and $n=x/r$ (`unitSep`). For velocities $a,b$ in units of the speed of light and unit charges, the couplings are

$$\texttt{gaunt}=-\frac{\langle a,b\rangle}{r},\qquad
\texttt{breit}=-\frac{\langle a,b\rangle+\langle a,n\rangle\langle b,n\rangle}{2r}.$$

With $a$ and $b$ read instead as canonical momenta divided by the electron mass times the speed of light, the second is also the magnetic term of the classical Darwin Hamiltonian. `endSlope x a b s` is the $t$-derivative at $0$ of $\|x+sa-tb\|$, and `mixedDeriv x a b` is the derivative of that slope at $s=0$.

The theorem `gaunt_sub_half_mixedDeriv` says that, for $x\ne0$, the inner derivative exists for all $s$ near $0$, the outer one exists at $0$, and `gaunt` minus half of `mixedDeriv` is `breit`. Lean's `deriv` and division return $0$ where they are undefined, so differentiability is stated separately, and the two special cases, which do not assume $x\neq0$, have physical content only when $x\neq0$.

The operator version takes a finite orthonormal basis $e_i$ and velocity components $P_i,Q_j$ in any real algebra `R`. Dirac matrices acting on the two electrons' spinor spaces are an instance. No commutation is assumed; the order $P_iQ_j$ is kept throughout. The separation remains a fixed vector, and the derivatives act on the distance, not on wavefunctions. The frequency dependence of the interaction, the no-pair projectors and the origin of the Gaunt term in quantum electrodynamics are not treated.

## Differentiating the distance twice

For $y\neq0$ and any $u$,

$$\|y+tu\|^2=\|y\|^2+2t\langle y,u\rangle+t^2\|u\|^2,$$

so the square root has derivative $2\langle y,u\rangle/(2\|y\|)=\langle y,u\rangle/\|y\|$ at $t=0$.

Take $y=x+sa$, which is nonzero for small $s$, and $u=-b$. The slope is

$$g(s)=-\frac{\langle x,b\rangle+s\langle a,b\rangle}{\|x+sa\|}.$$

The quotient rule, with $\langle x,a\rangle/r$ as the derivative of the denominator, gives

$$g'(0)=-\frac{\langle a,b\rangle r-\langle x,b\rangle\langle x,a\rangle/r}{r^2}
=-\frac{\langle a,b\rangle-\langle a,n\rangle\langle b,n\rangle}{r}.$$

Hence

$$-\frac{\langle a,b\rangle}{r}+\frac{\langle a,b\rangle-\langle a,n\rangle\langle b,n\rangle}{2r}
=-\frac{\langle a,b\rangle+\langle a,n\rangle\langle b,n\rangle}{2r}.$$

If $a=cx$, then $\langle a,n\rangle\langle b,n\rangle=c\langle x,b\rangle=\langle a,b\rangle$, and Breit equals Gaunt. If $a\perp x$, the product vanishes and Breit is half of Gaunt.

For operators, set $n_i=\langle e_i,n\rangle$. The mixed derivative along $e_i,e_j$ is $-(\delta_{ij}-n_in_j)/r$, and its contraction with $P_iQ_j$ is

$$-\frac1r\Big[\sum_iP_iQ_i-\Big(\sum_in_iP_i\Big)\Big(\sum_jn_jQ_j\Big)\Big].$$

Subtracting half of this from $-\frac1r\sum_iP_iQ_i$ gives `breitOp`.

## The Lean file

```lean
import Mathlib

open scoped InnerProductSpace Topology

namespace GauntToBreit

noncomputable section

variable {E : Type*} [NormedAddCommGroup E] [InnerProductSpace ℝ E]

/-- The unit vector `n = x / r` along the interelectronic separation `x`, for `x ≠ 0`. -/
def unitSep (x : E) : E := ‖x‖⁻¹ • x

/-- The Gaunt coupling `-⟨a,b⟩ / r` of two velocities at separation `x ≠ 0`. -/
def gaunt (x a b : E) : ℝ := -⟪a, b⟫_ℝ / ‖x‖

/-- The Breit coupling `-(⟨a,b⟩ + ⟨a,n⟩⟨b,n⟩) / (2r)` of two velocities at
separation `x ≠ 0`. -/
def breit (x a b : E) : ℝ :=
  -(⟪a, b⟫_ℝ + ⟪a, unitSep x⟫_ℝ * ⟪b, unitSep x⟫_ℝ) / (2 * ‖x‖)

/-- The rate of change of the interelectronic distance when the second electron starts to
move along `b`, the first one having been displaced by `s a`. -/
def endSlope (x a b : E) (s : ℝ) : ℝ := deriv (fun t : ℝ => ‖x + s • a - t • b‖) 0

/-- The mixed derivative at `s = t = 0` of the distance `‖x + s a - t b‖`. -/
def mixedDeriv (x a b : E) : ℝ := deriv (endSlope x a b) 0

/-- For `y ≠ 0` the distance `‖y + t u‖` changes at `t = 0` at the rate `⟨y,u⟩ / ‖y‖`. -/
theorem hasDerivAt_norm_line {y : E} (hy : y ≠ 0) (u : E) :
    HasDerivAt (fun t : ℝ => ‖y + t • u‖) (⟪y, u⟫_ℝ / ‖y‖) 0 := by
  -- the squared distance is a quadratic polynomial in `t`
  have hq : HasDerivAt (fun t : ℝ => ‖y‖ ^ 2 + t * (2 * ⟪y, u⟫_ℝ) + t ^ 2 * ‖u‖ ^ 2)
      (2 * ⟪y, u⟫_ℝ) 0 := by
    have h1 := (hasDerivAt_id' (0 : ℝ)).mul_const (2 * ⟪y, u⟫_ℝ)
    have h2 := (hasDerivAt_pow 2 (0 : ℝ)).mul_const (‖u‖ ^ 2)
    exact ((h1.const_add (‖y‖ ^ 2)).fun_add h2).congr_deriv (by simp)
  have hs := hq.sqrt (by simpa using hy)
  have hfun : (fun t : ℝ => ‖y + t • u‖) =
      fun t : ℝ => √(‖y‖ ^ 2 + t * (2 * ⟪y, u⟫_ℝ) + t ^ 2 * ‖u‖ ^ 2) := by
    funext t
    rw [← Real.sqrt_sq (norm_nonneg (y + t • u)), norm_add_sq_real, real_inner_smul_right,
      norm_smul, mul_pow, Real.norm_eq_abs, sq_abs]
    congr 1
    ring
  rw [hfun]
  refine hs.congr_deriv ?_
  have h0 : ‖y‖ ^ 2 + 0 * (2 * ⟪y, u⟫_ℝ) + 0 ^ 2 * ‖u‖ ^ 2 = ‖y‖ ^ 2 := by ring
  simp only [h0, Real.sqrt_sq (norm_nonneg y)]
  exact mul_div_mul_left _ _ two_ne_zero

/-- For `y ≠ 0` the distance `‖y - t b‖` changes at `t = 0` at the rate `-⟨y,b⟩ / ‖y‖`. -/
theorem hasDerivAt_norm_sub {y : E} (hy : y ≠ 0) (b : E) :
    HasDerivAt (fun t : ℝ => ‖y - t • b‖) (-(⟪y, b⟫_ℝ / ‖y‖)) 0 := by
  have h := hasDerivAt_norm_line hy (-b)
  simpa only [smul_neg, ← sub_eq_add_neg, inner_neg_right, neg_div] using h

/-- Electrons that are apart stay apart under small displacements of the first one. -/
theorem eventually_apart {x : E} (hx : x ≠ 0) (a : E) :
    ∀ᶠ s : ℝ in 𝓝 0, x + s • a ≠ 0 := by
  have hc : ContinuousAt (fun s : ℝ => x + s • a) 0 := by fun_prop
  exact hc.eventually_ne (by simpa using hx)

/-- For `x ≠ 0` the slope `endSlope x a b` is differentiable at `s = 0`, with derivative `-(⟨a,b⟩ -
⟨a,n⟩⟨b,n⟩) / r`. -/
theorem hasDerivAt_endSlope {x : E} (hx : x ≠ 0) (a b : E) :
    HasDerivAt (endSlope x a b)
      (-(⟪a, b⟫_ℝ - ⟪a, unitSep x⟫_ℝ * ⟪b, unitSep x⟫_ℝ) / ‖x‖) 0 := by
  -- near `s = 0` the inner derivative is an explicit quotient
  have hev : endSlope x a b =ᶠ[𝓝 0]
      fun s : ℝ => -((⟪x, b⟫_ℝ + s * ⟪a, b⟫_ℝ) / ‖x + s • a‖) := by
    filter_upwards [eventually_apart hx a] with s hs
    rw [endSlope, (hasDerivAt_norm_sub hs b).deriv, inner_add_left, real_inner_smul_left]
  have hnum := ((hasDerivAt_id' (0 : ℝ)).mul_const ⟪a, b⟫_ℝ).const_add ⟪x, b⟫_ℝ
  have hquot := (hnum.fun_div (hasDerivAt_norm_line hx a) (by simpa using hx)).fun_neg
  refine (hquot.congr_of_eventuallyEq hev).congr_deriv ?_
  have hr : ‖x‖ * ‖x‖⁻¹ = 1 := mul_inv_cancel₀ (norm_ne_zero_iff.mpr hx)
  simp only [unitSep, zero_smul, add_zero, zero_mul, one_mul, real_inner_smul_right,
    real_inner_comm x a, real_inner_comm x b]
  linear_combination (-(⟪a, b⟫_ℝ * ‖x‖⁻¹)) * hr

/-- For separated electrons both derivatives of the distance exist, and the Gaunt coupling
minus half the mixed derivative is the Breit coupling. -/
theorem gaunt_sub_half_mixedDeriv {x : E} (hx : x ≠ 0) (a b : E) :
    (∀ᶠ s : ℝ in 𝓝 0, DifferentiableAt ℝ (fun t : ℝ => ‖x + s • a - t • b‖) 0) ∧
    DifferentiableAt ℝ (endSlope x a b) 0 ∧
    gaunt x a b - mixedDeriv x a b / 2 = breit x a b := by
  refine ⟨?_, (hasDerivAt_endSlope hx a b).differentiableAt, ?_⟩
  · filter_upwards [eventually_apart hx a] with s hs
    exact (hasDerivAt_norm_sub hs b).differentiableAt
  · rw [mixedDeriv, (hasDerivAt_endSlope hx a b).deriv, gaunt, breit]
    ring

/-- If the first velocity is a multiple of the separation, the Breit and Gaunt couplings agree. -/
theorem breit_longitudinal (x b : E) (c : ℝ) : breit x (c • x) b = gaunt x (c • x) b := by
  by_cases hx : x = 0
  · simp [breit, gaunt, hx]
  · have hr : ‖x‖ * ‖x‖⁻¹ = 1 := mul_inv_cancel₀ (norm_ne_zero_iff.mpr hx)
    simp only [breit, gaunt, unitSep, real_inner_smul_left, real_inner_smul_right,
      real_inner_self_eq_norm_sq, real_inner_comm x b]
    linear_combination (-(c * ⟪x, b⟫_ℝ * ‖x‖⁻¹ / 2) * (‖x‖ * ‖x‖⁻¹ + 1)) * hr

/-- If the first velocity is orthogonal to the separation, the Breit coupling is half the Gaunt
coupling. -/
theorem breit_transverse {x a : E} (h : ⟪a, x⟫_ℝ = 0) (b : E) :
    breit x a b = gaunt x a b / 2 := by
  simp only [breit, gaunt, unitSep, real_inner_smul_right, h]
  ring

variable {ι R : Type*} [Fintype ι] [Ring R] [Algebra ℝ R]

/-- The Gaunt operator `-(1/r) ∑ Pᵢ Qᵢ` for velocity operators with components `P` and `Q`,
at separation `x ≠ 0`. -/
def gauntOp (x : E) (P Q : ι → R) : R := -(‖x‖⁻¹ • ∑ i, P i * Q i)

/-- The Breit operator `-(1/2r) (P·Q + (P·n)(Q·n))` for velocity operators with components
`P` and `Q` in the orthonormal basis `e`, at separation `x ≠ 0`. -/
def breitOp (e : OrthonormalBasis ι ℝ E) (x : E) (P Q : ι → R) : R :=
  -((2 * ‖x‖)⁻¹ • (∑ i, P i * Q i +
    (∑ i, ⟪e i, unitSep x⟫_ℝ • P i) * (∑ j, ⟪e j, unitSep x⟫_ℝ • Q j)))

/-- For `x ≠ 0` the slopes `endSlope` along the basis directions are differentiable at `0`, and the
Gaunt operator minus half the contraction of `mixedDeriv` with `Pᵢ Qⱼ` is the Breit operator. -/
theorem gauntOp_sub_half_mixedDeriv (e : OrthonormalBasis ι ℝ E) {x : E} (hx : x ≠ 0)
    (P Q : ι → R) :
    (∀ i j, DifferentiableAt ℝ (endSlope x (e i) (e j)) 0) ∧
    gauntOp x P Q - (1 / 2 : ℝ) • ∑ i, ∑ j, mixedDeriv x (e i) (e j) • (P i * Q j)
      = breitOp e x P Q := by
  classical
  refine ⟨fun i j => (hasDerivAt_endSlope hx (e i) (e j)).differentiableAt, ?_⟩
  have hm : ∀ i j, mixedDeriv x (e i) (e j) = (-‖x‖⁻¹) * ⟪e i, e j⟫_ℝ +
      ‖x‖⁻¹ * (⟪e i, unitSep x⟫_ℝ * ⟪e j, unitSep x⟫_ℝ) := by
    intro i j
    rw [mixedDeriv, (hasDerivAt_endSlope hx (e i) (e j)).deriv]
    ring
  -- orthonormality collapses the double sum to the scalar product
  have hd : ∑ i, ∑ j, ⟪e i, e j⟫_ℝ • (P i * Q j) = ∑ i, P i * Q i := by
    simp only [orthonormal_iff_ite.mp e.orthonormal, ite_smul, one_smul, zero_smul,
      Finset.sum_ite_eq, Finset.mem_univ, if_true]
  have hl : (∑ i, ⟪e i, unitSep x⟫_ℝ • P i) * (∑ j, ⟪e j, unitSep x⟫_ℝ • Q j) =
      ∑ i, ∑ j, (⟪e i, unitSep x⟫_ℝ * ⟪e j, unitSep x⟫_ℝ) • (P i * Q j) := by
    simp only [Finset.sum_mul_sum, smul_mul_smul_comm]
  have hsum : ∑ i, ∑ j, mixedDeriv x (e i) (e j) • (P i * Q j) =
      (-‖x‖⁻¹) • ∑ i, P i * Q i +
      ‖x‖⁻¹ • ∑ i, ∑ j, (⟪e i, unitSep x⟫_ℝ * ⟪e j, unitSep x⟫_ℝ) • (P i * Q j) := by
    rw [← hd]
    simp only [hm, add_smul, mul_smul, Finset.sum_add_distrib, Finset.smul_sum]
  rw [gauntOp, breitOp, hsum, hl]
  module

end

end GauntToBreit
```

```lean
#print axioms GauntToBreit.gaunt_sub_half_mixedDeriv
-- 'GauntToBreit.gaunt_sub_half_mixedDeriv' depends on axioms: [propext, Classical.choice, Quot.sound]
#print axioms GauntToBreit.breit_longitudinal
-- 'GauntToBreit.breit_longitudinal' depends on axioms: [propext, Classical.choice, Quot.sound]
#print axioms GauntToBreit.breit_transverse
-- 'GauntToBreit.breit_transverse' depends on axioms: [propext, Classical.choice, Quot.sound]
#print axioms GauntToBreit.gauntOp_sub_half_mixedDeriv
-- 'GauntToBreit.gauntOp_sub_half_mixedDeriv' depends on axioms: [propext, Classical.choice, Quot.sound]
```

## From the square root to the operator identity

`hasDerivAt_norm_line` differentiates the quadratic and then its square root; `hasDerivAt_norm_sub` sets $u=-b$. `eventually_apart` uses continuity to keep $x+sa$ nonzero near $s=0$.

In `hasDerivAt_endSlope`, `hev` identifies the slope with $g(s)$ near $0$, which is all a derivative at $0$ needs. `fun_div` is the quotient rule, and `linear_combination` simplifies the result using $r\,r^{-1}=1$. The main theorem inserts this value and finishes with `ring`.

`breit_longitudinal` and `breit_transverse` substitute $a=cx$ and $\langle a,x\rangle=0$ respectively.

In `gauntOp_sub_half_mixedDeriv`, `hm` splits each mixed derivative into its two terms. `hd` collapses the first double sum by orthonormality, `hl` expands the product of the components along $n$, and `hsum` assembles the contraction. `module` then collects the scalar coefficients without reordering any operators.
